# A sharp Fourier cutoff can turn a nonnegative density negative, and Fejér averaging cannot

Q: Take the density (1 + cos x)², drop its second harmonic, and at x = π you have a density of -1/2. A logarithm or a square root of the density then has no real value there. You say that the Fejér average of a nonnegative integrable density on a period is never negative. Before I look at any Lean, show me the example by hand.

A: Write ρ(x) = (1 + cos x)², and define the coefficients

c_n = (1/2π) ∫ ρ(y) cos(ny) dy,  s_n = (1/2π) ∫ ρ(y) sin(ny) dy,

with both integrals over [-π, π]. Over a period, cos² averages to 1/2, cos⁴ to 3/8, and odd powers of cos to 0. Expanding the integrands in powers of cos y, with cos 2y = 2cos² y - 1, gives

c_0 = average of 1 + 2cos y + cos² y = 1 + 1/2 = 3/2
c_1 = average of cos y + 2cos² y + cos³ y = 1
c_2 = average of -1 - 2cos y + cos² y + 4cos³ y + 2cos⁴ y = -1 + 1/2 + 3/4 = 1/4.

Every s_n vanishes because its integrand is odd. The cutoff at wave numbers |n| ≤ M is

S_M(x) = c_0 + 2 Σ_{n=0}^{M-1} [c_{n+1} cos((n+1)x) + s_{n+1} sin((n+1)x)],

where the factor 2 collects the wave numbers ±(n+1). Hence

S_0(x) = 3/2,  S_1(x) = 3/2 + 2cos x,  S_1(π) = -1/2.

The Fejér mean of order 1 is the average of these two cutoffs:

F_1(x) = (S_0(x) + S_1(x))/2 = 3/2 + cos x ≥ 1/2.

Q: Is x = π an isolated accident?

A: No. At x = 5π/6, cos x ≈ -0.866. The density is about 0.134² ≈ 0.018, the cutoff is about 1.5 - 1.732 = -0.232, and the Fejér mean is about 0.634. The mean is positive there, but it is not close to the density.

Q: One example with a positive average doesn't give me a general rule. Why should it work for other densities and orders?

A: Because the averaged kernel is a square. Put

D_M(t) = 1 + 2 Σ_{k=0}^{M-1} cos((k+1)t).

Since cos(n(x - y)) = cos(nx)cos(ny) + sin(nx)sin(ny), inserting the coefficients into S_M gives

S_M(x) = (1/2π) ∫ ρ(y) D_M(x - y) dy.

D_M changes sign for M ≥ 1, so this form alone doesn't protect positivity. Now add the kernels. Let A_K and B_K be the sums of cos(jt) and sin(jt) over j = 0, ..., K-1. The claim is

D_0 + ... + D_{K-1} = A_K² + B_K².

For K = 0 both sides are zero. Going from K to K+1, the right side grows by

cos²(Kt) + sin²(Kt) + 2[A_K cos(Kt) + B_K sin(Kt)]
= 1 + 2 Σ_{j=0}^{K-1} cos((K-j)t)
= D_K(t),

where the last step sets k = K-1-j. Let F_N be the average of S_0, ..., S_N. Taking K = N+1 and dividing by N+1,

F_N(x) = (1/2π) ∫ ρ(y) Φ_N(x - y) dy,  Φ_N = (A_{N+1}² + B_{N+1}²)/(N+1) ≥ 0.

A nonnegative density against a nonnegative kernel gives a nonnegative integral.

Q: Now the Lean. My plane-wave coefficients are complex, and I don't see any complex numbers in the file.

A: The file uses their real form. For a real density, the coefficient (1/2π) ∫ ρ(y) e^{-iny} dy equals c_n - i s_n, and the one at -n is its conjugate. `cosCoeff` and `sinCoeff` are c_n and s_n, with `n` a natural number.

```lean
import Mathlib

open Real MeasureTheory

namespace FejerPositivity

noncomputable section

/-- Cosine coefficient of a density on one period: its normalised overlap with `cos (n y)`. -/
def cosCoeff (ρ : ℝ → ℝ) (n : ℕ) : ℝ :=
  (2 * π)⁻¹ * ∫ y in (-π)..π, ρ y * Real.cos ((n : ℝ) * y)

/-- Sine coefficient of a density on one period: its normalised overlap with `sin (n y)`. -/
def sinCoeff (ρ : ℝ → ℝ) (n : ℕ) : ℝ :=
  (2 * π)⁻¹ * ∫ y in (-π)..π, ρ y * Real.sin ((n : ℝ) * y)
```

Q: And does the cutoff keep both signs of n?

A: Yes, through the factor 2 in `partialSum`. Its index `n` starts at 0 and stands for the wave number n+1, as in my formula for S_M. `fejerMean ρ N` averages the N+1 cutoffs of orders 0 to N, so order 0 is just the mean density.

```lean
/-- Sharp cutoff: the Fourier series of the density restricted to wave numbers `|n| ≤ M`. -/
def partialSum (ρ : ℝ → ℝ) (M : ℕ) (x : ℝ) : ℝ :=
  cosCoeff ρ 0 + 2 * ∑ n ∈ Finset.range M,
    (cosCoeff ρ (n + 1) * Real.cos (((n : ℝ) + 1) * x)
      + sinCoeff ρ (n + 1) * Real.sin (((n : ℝ) + 1) * x))

/-- Fejér mean: the average of the sharp cutoffs of orders `0, ..., N`. -/
def fejerMean (ρ : ℝ → ℝ) (N : ℕ) (x : ℝ) : ℝ :=
  (∑ M ∈ Finset.range (N + 1), partialSum ρ M x) / ((N : ℝ) + 1)
```

The two kernels are D_M and Φ_N, and `modelDensity` is the example.

```lean
/-- The Dirichlet kernel, the sum of all plane waves with `|n| ≤ M`. -/
def dirichletKernel (M : ℕ) (t : ℝ) : ℝ :=
  1 + 2 * ∑ k ∈ Finset.range M, Real.cos (((k : ℝ) + 1) * t)

/-- The Fejér kernel, the squared modulus of a sum of `N + 1` plane waves over `N + 1`. -/
def fejerKernel (N : ℕ) (t : ℝ) : ℝ :=
  ((∑ j ∈ Finset.range (N + 1), Real.cos ((j : ℝ) * t)) ^ 2
    + (∑ j ∈ Finset.range (N + 1), Real.sin ((j : ℝ) * t)) ^ 2) / ((N : ℝ) + 1)

/-- The model density `(1 + cos x)²`. -/
def modelDensity (x : ℝ) : ℝ := (1 + Real.cos x) ^ 2
```

Q: What exactly is claimed about a general density? I see no periodicity assumption.

A: `fejerMean_nonneg` takes a function ρ that is integrable on [-π, π] and nonnegative at every real point, and concludes that `fejerMean ρ N x` is nonnegative for every order `N` and every real `x`. Periodicity isn't needed, because the coefficients see only the values on [-π, π]; for a periodic density this is the usual Fourier series. The final theorem, `sharp_cutoff_negative_fejer_positive`, states the example: the density is nonnegative, its cutoff of order 1 is -1/2 at π, and its Fejér mean of order 1 is 3/2 + cos x, at least 1/2, with equality at π.

Q: So what is left out?

A: The setting is one-dimensional, with period 2π and exact integrals, not sums over grid points. The theorems don't address how fast, or whether, the Fejér means approach the density as N grows. The bound 1/2 belongs to the example; the general bound is 0.

Q: Does this touch electronic structure at all?

A: In a one-dimensional model with a single real orbital proportional to 1 + cos x, the orbital needs only |n| ≤ 1 but its density reaches |n| = 2, so truncating the density at the orbital's own cutoff makes it negative at x = π. For one electron in the normalised orbital the density is (1 + cos x)²/(3π), and the truncated value there is -1/(6π) instead of -1/2.

Q: Then take me through the proof. Where is the square?

A: In `sum_dirichletKernel`, by the induction on K above. The inner claim `hr` is the cross term: `Finset.sum_range_reflect` reverses the order of summation, and the cosine subtraction formula matches the terms. The closing `linear_combination` uses sin² + cos² = 1 for the new wave.

```lean
/-- The first `K` Dirichlet kernels add up to the squared modulus of a sum of `K` plane waves. -/
theorem sum_dirichletKernel (K : ℕ) (t : ℝ) :
    ∑ M ∈ Finset.range K, dirichletKernel M t
      = (∑ j ∈ Finset.range K, Real.cos ((j : ℝ) * t)) ^ 2
        + (∑ j ∈ Finset.range K, Real.sin ((j : ℝ) * t)) ^ 2 := by
  induction K with
  | zero => simp
  | succ K ih =>
    -- the cross terms of the new plane wave with the old ones, in reversed order
    have hr : ∑ k ∈ Finset.range K, Real.cos (((k : ℝ) + 1) * t)
        = Real.cos ((K : ℝ) * t) * ∑ j ∈ Finset.range K, Real.cos ((j : ℝ) * t)
          + Real.sin ((K : ℝ) * t) * ∑ j ∈ Finset.range K, Real.sin ((j : ℝ) * t) := by
      refine (Finset.sum_range_reflect
        (fun k : ℕ => Real.cos (((k : ℝ) + 1) * t)) K).symm.trans ?_
      rw [Finset.mul_sum, Finset.mul_sum, ← Finset.sum_add_distrib]
      refine Finset.sum_congr rfl fun j hj => ?_
      have hj' := Finset.mem_range.mp hj
      obtain ⟨m, hm⟩ : ∃ m, m = K - 1 - j := ⟨_, rfl⟩
      have hK : K = m + 1 + j := by omega
      have hK' : (K : ℝ) = (m : ℝ) + 1 + j := by exact_mod_cast hK
      rw [← hm, ← Real.cos_sub, hK']
      congr 1
      ring
    simp only [Finset.sum_range_succ]
    rw [ih, dirichletKernel, hr]
    linear_combination -(Real.sin_sq_add_cos_sq ((K : ℝ) * t))
```

Q: And the convolution with D_M?

A: That is also an induction, on the cutoff order. `hk` separates x from y in the newly added harmonic. `h1`, `h2` and `h3` establish integrability, so the integral may be split into three and the constants taken outside.

```lean
/-- For a density integrable on `[-π, π]`, the sharp cutoff is `1/(2π)` times the integral over
`[-π, π]` of the density against the Dirichlet kernel at `x - y`. -/
theorem partialSum_eq_integral {ρ : ℝ → ℝ} (hρ : IntervalIntegrable ρ volume (-π) π)
    (M : ℕ) (x : ℝ) :
    partialSum ρ M x = (2 * π)⁻¹ * ∫ y in (-π)..π, ρ y * dirichletKernel M (x - y) := by
  have hi : ∀ g : ℝ → ℝ, Continuous g →
      IntervalIntegrable (fun y => ρ y * g y) volume (-π) π :=
    fun g hg => hρ.mul_continuousOn hg.continuousOn
  induction M with
  | zero => simp [partialSum, dirichletKernel, cosCoeff]
  | succ M ih =>
    have hs : partialSum ρ (M + 1) x = partialSum ρ M x
        + 2 * (cosCoeff ρ (M + 1) * Real.cos (((M : ℝ) + 1) * x)
          + sinCoeff ρ (M + 1) * Real.sin (((M : ℝ) + 1) * x)) := by
      simp only [partialSum, Finset.sum_range_succ]
      ring
    -- the addition theorem separates x from y in the new term
    have hk : ∀ y, ρ y * dirichletKernel (M + 1) (x - y) = ρ y * dirichletKernel M (x - y)
        + (2 * Real.cos (((M : ℝ) + 1) * x) * (ρ y * Real.cos (((M : ℝ) + 1) * y))
          + 2 * Real.sin (((M : ℝ) + 1) * x) * (ρ y * Real.sin (((M : ℝ) + 1) * y))) := by
      intro y
      have e : Real.cos (((M : ℝ) + 1) * (x - y))
          = Real.cos (((M : ℝ) + 1) * x) * Real.cos (((M : ℝ) + 1) * y)
            + Real.sin (((M : ℝ) + 1) * x) * Real.sin (((M : ℝ) + 1) * y) := by
        rw [mul_sub, Real.cos_sub]
      simp only [dirichletKernel, Finset.sum_range_succ]
      rw [e]
      ring
    have h1 : IntervalIntegrable (fun y => ρ y * dirichletKernel M (x - y)) volume (-π) π :=
      hi (fun y => dirichletKernel M (x - y)) (by unfold dirichletKernel; fun_prop)
    have h2 : IntervalIntegrable (fun y => 2 * Real.cos (((M : ℝ) + 1) * x)
        * (ρ y * Real.cos (((M : ℝ) + 1) * y))) volume (-π) π :=
      (hi (fun y => Real.cos (((M : ℝ) + 1) * y)) (by fun_prop)).const_mul _
    have h3 : IntervalIntegrable (fun y => 2 * Real.sin (((M : ℝ) + 1) * x)
        * (ρ y * Real.sin (((M : ℝ) + 1) * y))) volume (-π) π :=
      (hi (fun y => Real.sin (((M : ℝ) + 1) * y)) (by fun_prop)).const_mul _
    rw [hs, ih]
    simp only [hk]
    rw [intervalIntegral.integral_add h1 (by exact h2.add h3),
      intervalIntegral.integral_add h2 h3,
      intervalIntegral.integral_const_mul, intervalIntegral.integral_const_mul]
    simp only [cosCoeff, sinCoeff, Nat.cast_add, Nat.cast_one]
    ring
```

Summing these identities over the orders, again by induction, and replacing the summed kernels by the square gives the convolution with the Fejér kernel.

```lean
/-- For a density integrable on `[-π, π]`, the Fejér mean is `1/(2π)` times the integral over `[-π,
π]` of the density against the Fejér kernel at `x - y`. -/
theorem fejerMean_eq_integral {ρ : ℝ → ℝ} (hρ : IntervalIntegrable ρ volume (-π) π)
    (N : ℕ) (x : ℝ) :
    fejerMean ρ N x = (2 * π)⁻¹ * ∫ y in (-π)..π, ρ y * fejerKernel N (x - y) := by
  have key : ∀ K : ℕ, ∑ M ∈ Finset.range K, partialSum ρ M x
      = (2 * π)⁻¹ * ∫ y in (-π)..π,
          ρ y * ∑ M ∈ Finset.range K, dirichletKernel M (x - y) := by
    intro K
    induction K with
    | zero => simp
    | succ K ih =>
      have h1 : IntervalIntegrable (fun y => ρ y * ∑ M ∈ Finset.range K,
          dirichletKernel M (x - y)) volume (-π) π :=
        hρ.mul_continuousOn (Continuous.continuousOn (by unfold dirichletKernel; fun_prop))
      have h2 : IntervalIntegrable (fun y => ρ y * dirichletKernel K (x - y))
          volume (-π) π :=
        hρ.mul_continuousOn (Continuous.continuousOn (by unfold dirichletKernel; fun_prop))
      simp only [Finset.sum_range_succ, mul_add]
      rw [intervalIntegral.integral_add h1 h2, ih, partialSum_eq_integral hρ]
      ring
  rw [fejerMean, key (N + 1)]
  simp only [sum_dirichletKernel, fejerKernel, ← mul_div_assoc, intervalIntegral.integral_div]
```

Positivity then follows from the signs of the prefactor, the density and the kernel.

```lean
/-- Every Fejér mean of a nonnegative integrable density is nonnegative. -/
theorem fejerMean_nonneg {ρ : ℝ → ℝ} (hρ : IntervalIntegrable ρ volume (-π) π)
    (h0 : ∀ y, 0 ≤ ρ y) (N : ℕ) (x : ℝ) : 0 ≤ fejerMean ρ N x := by
  rw [fejerMean_eq_integral hρ]
  refine mul_nonneg (by positivity) (intervalIntegral.integral_nonneg
    (by linarith [Real.pi_pos]) fun y _ => mul_nonneg (h0 y) ?_)
  unfold fejerKernel
  positivity
```

Q: For the example, did you assume the averages of cos² and cos⁴?

A: No, they are derived. `integral_cos_quartic` gives an explicit antiderivative for a quartic polynomial in cos y, checks its derivative, and evaluates it at ±π. The sine terms vanish there, leaving 2π(a + c/2 + 3e/8).

```lean
/-- The integral over one period of a quartic polynomial in `cos y`. -/
theorem integral_cos_quartic (a b c d e : ℝ) :
    ∫ y in (-π)..π, (a + b * Real.cos y + c * Real.cos y ^ 2 + d * Real.cos y ^ 3
      + e * Real.cos y ^ 4) = 2 * π * (a + c / 2 + 3 * e / 8) := by
  have hd : ∀ y : ℝ, HasDerivAt (fun y : ℝ => a * y + b * Real.sin y
      + c / 2 * (y + Real.sin y * Real.cos y)
      + d * (Real.sin y - 1 / 3 * (Real.sin y * Real.sin y * Real.sin y))
      + e * (3 / 8 * y + 3 / 8 * (Real.sin y * Real.cos y)
        + 1 / 4 * (Real.sin y * (Real.cos y * Real.cos y * Real.cos y))))
      (a + b * Real.cos y + c * Real.cos y ^ 2 + d * Real.cos y ^ 3
        + e * Real.cos y ^ 4) y := by
    intro y
    have hs := Real.hasDerivAt_sin y
    have hc := Real.hasDerivAt_cos y
    have hy := hasDerivAt_id' y
    have hsc := hs.fun_mul hc
    refine HasDerivAt.congr_deriv (((((hy.const_mul a).fun_add (hs.const_mul b)).fun_add
      ((hy.fun_add hsc).const_mul (c / 2))).fun_add
      ((hs.fun_sub (((hs.fun_mul hs).fun_mul hs).const_mul (1 / 3))).const_mul d)).fun_add
      ((((hy.const_mul (3 / 8)).fun_add (hsc.const_mul (3 / 8))).fun_add
        ((hs.fun_mul ((hc.fun_mul hc).fun_mul hc)).const_mul (1 / 4))).const_mul e)) ?_
    linear_combination (-(c / 2) - d * Real.cos y - e * (3 / 8 + 3 / 4 * Real.cos y ^ 2))
      * Real.sin_sq_add_cos_sq y
  rw [intervalIntegral.integral_eq_sub_of_hasDerivAt (fun y _ => hd y)
    (Continuous.intervalIntegrable (by fun_prop) _ _)]
  simp only [Real.sin_neg, Real.cos_neg, Real.sin_pi, Real.cos_pi]
  ring
```

`modelDensity_coeffs` rewrites each cosine integrand as such a quartic, with the same expansions as in my calculation. For the sine coefficients, the substitution y → -y shows that the integral equals its own negative.

```lean
/-- The model density has cosine coefficients `3/2, 1, 1/4` for `n = 0, 1, 2`, and all its
sine coefficients vanish. -/
theorem modelDensity_coeffs :
    cosCoeff modelDensity 0 = 3 / 2 ∧ cosCoeff modelDensity 1 = 1 ∧
      cosCoeff modelDensity 2 = 1 / 4 ∧ ∀ n, sinCoeff modelDensity n = 0 := by
  have hp : 2 * π ≠ 0 := by positivity
  refine ⟨?_, ?_, ?_, fun n => ?_⟩
  · have h : ∀ y, modelDensity y * Real.cos (((0 : ℕ) : ℝ) * y) = 1 + 2 * Real.cos y
        + 1 * Real.cos y ^ 2 + 0 * Real.cos y ^ 3 + 0 * Real.cos y ^ 4 := by
      intro y
      simp only [modelDensity, Nat.cast_zero, zero_mul, Real.cos_zero]
      ring
    simp only [cosCoeff, h]
    rw [integral_cos_quartic, inv_mul_cancel_left₀ hp]
    norm_num
  · have h : ∀ y, modelDensity y * Real.cos (((1 : ℕ) : ℝ) * y) = 0 + 1 * Real.cos y
        + 2 * Real.cos y ^ 2 + 1 * Real.cos y ^ 3 + 0 * Real.cos y ^ 4 := by
      intro y
      simp only [modelDensity, Nat.cast_one, one_mul]
      ring
    simp only [cosCoeff, h]
    rw [integral_cos_quartic, inv_mul_cancel_left₀ hp]
    norm_num
  · have h : ∀ y, modelDensity y * Real.cos (((2 : ℕ) : ℝ) * y) = -1 + (-2) * Real.cos y
        + 1 * Real.cos y ^ 2 + 4 * Real.cos y ^ 3 + 2 * Real.cos y ^ 4 := by
      intro y
      simp only [modelDensity, Nat.cast_ofNat, Real.cos_two_mul]
      ring
    simp only [cosCoeff, h]
    rw [integral_cos_quartic, inv_mul_cancel_left₀ hp]
    norm_num
  · -- the integrand is odd
    have h := intervalIntegral.integral_comp_neg (a := -π) (b := π)
      (fun y => modelDensity y * Real.sin ((n : ℝ) * y))
    simp only [modelDensity, neg_neg, mul_neg, Real.sin_neg, Real.cos_neg,
      intervalIntegral.integral_neg] at h
    simp only [sinCoeff, modelDensity]
    rw [show (∫ y in (-π)..π, (1 + Real.cos y) ^ 2 * Real.sin ((n : ℝ) * y)) = 0 by
      linarith, mul_zero]
```

Q: How do I know that the negative value comes from the truncation and not from a wrong normalisation?

A: Keeping |n| ≤ 2 returns the original density at every x:

3/2 + 2cos x + (1/2)cos 2x = (1 + cos x)².

```lean
/-- The cutoff at `|n| ≤ 2` reproduces the model density exactly. -/
theorem partialSum_two (x : ℝ) : partialSum modelDensity 2 x = modelDensity x := by
  obtain ⟨h0, h1, h2, hs⟩ := modelDensity_coeffs
  simp only [partialSum, Finset.sum_range_succ, Finset.sum_range_zero, zero_add,
    Nat.cast_zero, Nat.cast_one, one_add_one_eq_two, h0, h1, h2, hs,
    one_mul, zero_mul, add_zero]
  rw [Real.cos_two_mul, modelDensity]
  ring
```

The last proof computes the cutoffs of orders 0 and 1 as `p0` and `p1`, and averages them in `hf`. The lower bound is then cos x ≥ -1. It uses this explicit formula and not the general positivity theorem, which would give only 0.

```lean
/-- The model density is nonnegative and its cutoff at `|n| ≤ 1` equals `-1/2` at `x = π`,
while its Fejér mean of order one is `3/2 + cos x`, at least `1/2`, with equality at `π`. -/
theorem sharp_cutoff_negative_fejer_positive :
    (∀ x, 0 ≤ modelDensity x) ∧ partialSum modelDensity 1 π = -1 / 2 ∧
      (∀ x, fejerMean modelDensity 1 x = 3 / 2 + Real.cos x) ∧
      (∀ x, 1 / 2 ≤ fejerMean modelDensity 1 x) ∧ fejerMean modelDensity 1 π = 1 / 2 := by
  obtain ⟨h0, h1, -, hs⟩ := modelDensity_coeffs
  have p0 : ∀ x, partialSum modelDensity 0 x = 3 / 2 := fun x => by
    simp [partialSum, h0]
  have p1 : ∀ x, partialSum modelDensity 1 x = 3 / 2 + 2 * Real.cos x := fun x => by
    simp [partialSum, h0, h1, hs]
  -- averaging the two cutoffs halves the weight of the first harmonic
  have hf : ∀ x, fejerMean modelDensity 1 x = 3 / 2 + Real.cos x := fun x => by
    simp only [fejerMean, Finset.sum_range_succ, Finset.sum_range_zero, zero_add, p0, p1,
      Nat.cast_one]
    ring
  refine ⟨fun x => sq_nonneg _, ?_, hf, fun x => ?_, ?_⟩
  · rw [p1, Real.cos_pi]
    norm_num
  · rw [hf]
    linarith [Real.neg_one_le_cos x]
  · rw [hf, Real.cos_pi]
    norm_num

end

end FejerPositivity
```

```lean
#print axioms FejerPositivity.fejerMean_nonneg
-- 'FejerPositivity.fejerMean_nonneg' depends on axioms: [propext, Classical.choice, Quot.sound]
#print axioms FejerPositivity.partialSum_two
-- 'FejerPositivity.partialSum_two' depends on axioms: [propext, Classical.choice, Quot.sound]
#print axioms FejerPositivity.sharp_cutoff_negative_fejer_positive
-- 'FejerPositivity.sharp_cutoff_negative_fejer_positive' depends on axioms: [propext, Classical.choice, Quot.sound]
```
